# Wigner–Yanase skew information lies between zero and the variance

An observable measured on a mixed state scatters for two reasons: the state is a statistical mixture, and it need not commute with the observable. In a thermal spin state the energy scatters although it commutes with the state. The skew information $I$ responds to non-commutation alone, which raises the question of how large it can be next to the variance. For a finite-dimensional system, such as a spin or a truncated basis, $0\le I\le \mathrm{Var}$.

## Objects

Operators are complex matrices indexed by a finite type `n`, and `ᴴ` is the adjoint $\dagger$. The state is $\rho=S^2$, and its root $S$ is an input, not constructed from $\rho$. For an observable $A$,
$$a=\langle A\rangle=\operatorname{Re}\operatorname{tr}(\rho A),\qquad \mathrm{Var}=\langle A^2\rangle-a^2,\qquad B=A-a\mathbb 1,$$
$$I=\langle A^2\rangle-\operatorname{Re}\operatorname{tr}(SASA).$$
The definitions take real parts and accept arbitrary matrices; the physics enters through the hypotheses. Infinite-dimensional spaces and unbounded operators are not covered.

```lean
import Mathlib

open Matrix
open scoped ComplexOrder MatrixOrder

namespace WignerYanaseSkew

noncomputable section

variable {n : Type*} [Fintype n] [DecidableEq n]

/-- Expectation value `Re tr(ρ A)` of the observable `A` in the state `ρ`. -/
def expval (ρ A : Matrix n n ℂ) : ℝ := (trace (ρ * A)).re

/-- Variance `⟨A²⟩ - ⟨A⟩²` of the observable `A` in the state `ρ`. -/
def variance (ρ A : Matrix n n ℂ) : ℝ := expval ρ (A * A) - expval ρ A ^ 2

/-- Wigner-Yanase skew information `Re tr(ρ A²) - Re tr(S A S A)` of the state `ρ = S²`,
written through the root `S`. -/
def skewInfo (S A : Matrix n n ℂ) : ℝ :=
  expval (S * S) (A * A) - (trace (S * A * S * A)).re

/-- The observable `A - ⟨A⟩`, centred at its mean in the state `ρ`. -/
def centred (ρ A : Matrix n n ℂ) : Matrix n n ℂ := A - (expval ρ A : ℂ) • (1 : Matrix n n ℂ)
```

Both bounds rest on $\operatorname{tr}(X^\dagger X)=\sum_{jk}|X_{jk}|^2$, which is non-negative and vanishes only for $X=0$. `hilbertSchmidt` obtains the sign from positive semidefiniteness of $X^\dagger X$.

```lean
/-- The squared Hilbert-Schmidt norm `tr(Xᴴ X)` is non-negative and vanishes only for `X = 0`. -/
theorem hilbertSchmidt (X : Matrix n n ℂ) :
    0 ≤ (trace (Xᴴ * X)).re ∧ ((trace (Xᴴ * X)).re = 0 ↔ X = 0) := by
  have h := Complex.le_def.mp (posSemidef_conjTranspose_mul_self X).trace_nonneg
  refine ⟨h.1, fun h0 => ?_, fun h0 => by simp [h0]⟩
  have hz : trace (Xᴴ * X) = 0 := Complex.ext h0 h.2.symm
  exact trace_conjTranspose_mul_self_eq_zero_iff.mp hz
```

## $S$ and $A$ are Hermitian

Hermiticity makes $A$ an observable; for $S$ it is part of positivity. With $K=SA-AS$ it gives $K^\dagger=AS-SA$, so
$$K^\dagger K=AS^2A-ASAS-SASA+SA^2S .$$
By cyclicity the first and last terms have trace $\operatorname{tr}(S^2A^2)$ and the middle two $-\operatorname{tr}(SASA)$. Hence $I=\tfrac12\operatorname{Re}\operatorname{tr}(K^\dagger K)\ge0$, with $I=0$ exactly when $SA=AS$. This condition implies $\rho A=A\rho$. For positive semidefinite $S$ the converse holds too, because $S$ is then a polynomial in $\rho$ (interpolate the square root on the eigenvalues); this step is not formalised here. For a merely Hermitian root the converse can fail: $S=\operatorname{diag}(1,-1)/\sqrt2$ has $\rho=\mathbb 1/2$, which commutes with the Pauli matrix $A=\sigma_x$, yet $I=2$.

In `skewInfo_eq_commutator` the hypotheses `hS` and `hA` enter only in `hK`, the adjoint of $K$; `e` is the expansion, and `t1`, `t2`, `t3` are the cyclic moves. `skewInfo_eq_zero_iff` adds the equality case of `hilbertSchmidt`.

```lean
/-- For Hermitian `S` and `A` the skew information is half the squared Hilbert-Schmidt norm
of the commutator `S A - A S`. -/
theorem skewInfo_eq_commutator {S A : Matrix n n ℂ} (hS : S.IsHermitian) (hA : A.IsHermitian) :
    skewInfo S A = (trace ((S * A - A * S)ᴴ * (S * A - A * S))).re / 2 := by
  have hK : (S * A - A * S)ᴴ = A * S - S * A := by
    rw [conjTranspose_sub, conjTranspose_mul, conjTranspose_mul, hS.eq, hA.eq]
  have e : (A * S - S * A) * (S * A - A * S)
      = A * (S * S * A) - A * (S * A * S) - S * A * S * A + S * A * A * S := by
    noncomm_ring
  -- cyclicity of the trace pairs up the four terms
  have t1 : trace (A * (S * S * A)) = trace (S * S * (A * A)) := by
    rw [trace_mul_comm A]; simp only [Matrix.mul_assoc]
  have t2 : trace (A * (S * A * S)) = trace (S * A * S * A) := trace_mul_comm _ _
  have t3 : trace (S * A * A * S) = trace (S * S * (A * A)) := by
    rw [trace_mul_comm _ S]; simp only [Matrix.mul_assoc]
  rw [hK, e, trace_add, trace_sub, trace_sub, t1, t2, t3]
  simp only [skewInfo, expval, Complex.add_re, Complex.sub_re]
  ring

/-- For Hermitian `S` and `A` the skew information vanishes exactly when `S` commutes with `A`. -/
theorem skewInfo_eq_zero_iff {S A : Matrix n n ℂ} (hS : S.IsHermitian) (hA : A.IsHermitian) :
    skewInfo S A = 0 ↔ S * A = A * S := by
  rw [skewInfo_eq_commutator hS hA, ← sub_eq_zero (a := S * A),
    ← (hilbertSchmidt (S * A - A * S)).2]
  constructor <;> intro h <;> linarith
```

Replacing $A$ by the non-Hermitian $iA$ reverses the sign of both terms of $I$, so the qubit instance below would give $I=-49/169$.

## Normalisation, $\operatorname{tr}S^2=1$

This says that probabilities sum to one. The definitions give $\mathrm{Var}-I=\operatorname{Re}\operatorname{tr}(SASA)-a^2$. Expanding,
$$SBSB=SASA-a\,SAS-a\,S^2A+a^2S^2 .$$
Since $a$ is real and $\operatorname{tr}(SAS)=\operatorname{tr}(S^2A)$, the real part of the trace is $\operatorname{Re}\operatorname{tr}(SASA)-2a^2+a^2\operatorname{Re}\operatorname{tr}S^2$. Normalisation turns the last term into $a^2$, so $\mathrm{Var}-I=\operatorname{Re}\operatorname{tr}(SBSB)$.

In `variance_sub_skewInfo`, `e` is the expansion, `t` the cyclic move, and `h1` is used in the final `simp only`. No Hermiticity is assumed here.

```lean
/-- For `tr S² = 1` the variance minus the skew information equals `Re tr(S B S B)`,
where `B = A - ⟨A⟩`. -/
theorem variance_sub_skewInfo {S : Matrix n n ℂ} (A : Matrix n n ℂ) (h1 : trace (S * S) = 1) :
    variance (S * S) A - skewInfo S A
      = (trace (S * centred (S * S) A * S * centred (S * S) A)).re := by
  have e : ∀ c : ℂ, S * (A - c • (1 : Matrix n n ℂ)) * S * (A - c • (1 : Matrix n n ℂ))
      = S * A * S * A - c • (S * A * S) - c • (S * S * A) + (c * c) • (S * S) := by
    intro c
    simp only [Matrix.mul_sub, Matrix.sub_mul, Matrix.mul_smul, Matrix.smul_mul,
      Matrix.mul_one, smul_sub, smul_smul]
    module
  have t : trace (S * A * S) = trace (S * S * A) := by
    rw [trace_mul_comm _ S]; simp only [Matrix.mul_assoc]
  unfold centred
  rw [e]
  simp only [variance, skewInfo, expval, trace_add, trace_sub, trace_smul, smul_eq_mul, t, h1,
    mul_one, Complex.add_re, Complex.sub_re, Complex.mul_re, Complex.ofReal_re,
    Complex.ofReal_im]
  ring
```

For $S=A=\mathbb 1$ in two dimensions $\operatorname{tr}S^2=2$, and $I=0$ exceeds $\mathrm{Var}=2-4=-2$.

## $S$ is positive semidefinite

A state has Hermitian roots with either sign on each non-zero eigenvalue, and this hypothesis selects the non-negative one. It allows $S=C^\dagger C$ for some matrix $C$. The matrix $X=CBC^\dagger$ is Hermitian because $B$ is, and
$$\operatorname{tr}(X^\dagger X)=\operatorname{tr}(CBC^\dagger CBC^\dagger)=\operatorname{tr}(C^\dagger C\,B\,C^\dagger C\,B)=\operatorname{tr}(SBSB),$$
whose real part is therefore non-negative. If it vanishes, then $X=0$ and $SBS=C^\dagger XC=0$; conversely $SBS=0$ gives $SBSB=0$.

In `sandwich`, positivity is used only in `hC`, the factorisation; `key` is the trace identity, and the last two goals are the two directions of the equality case.

```lean
/-- For positive semidefinite `S` and Hermitian `B`, `tr(S B S B)` is non-negative
and vanishes exactly when `S B S = 0`. -/
theorem sandwich {S B : Matrix n n ℂ} (hS : S.PosSemidef) (hB : B.IsHermitian) :
    0 ≤ (trace (S * B * S * B)).re ∧ ((trace (S * B * S * B)).re = 0 ↔ S * B * S = 0) := by
  have hC : ∃ C : Matrix n n ℂ, S = Cᴴ * C :=
    CStarAlgebra.nonneg_iff_eq_star_mul_self.mp hS.nonneg
  obtain ⟨C, rfl⟩ := hC
  -- with `S = Cᴴ C` the trace is the squared Hilbert-Schmidt norm of `C B Cᴴ`
  have key : trace ((C * B * Cᴴ)ᴴ * (C * B * Cᴴ)) = trace (Cᴴ * C * B * (Cᴴ * C) * B) := by
    calc trace ((C * B * Cᴴ)ᴴ * (C * B * Cᴴ)) = trace (C * B * Cᴴ * C * B * Cᴴ) := by
          simp only [conjTranspose_mul, conjTranspose_conjTranspose, hB.eq, Matrix.mul_assoc]
      _ = trace (Cᴴ * (C * B * Cᴴ * C * B)) := trace_mul_comm _ _
      _ = _ := by simp only [Matrix.mul_assoc]
  have h := hilbertSchmidt (C * B * Cᴴ)
  rw [key] at h
  refine ⟨h.1, fun h0 => ?_, fun h0 => ?_⟩
  · calc Cᴴ * C * B * (Cᴴ * C) = Cᴴ * (C * B * Cᴴ) * C := by simp only [Matrix.mul_assoc]
      _ = 0 := by rw [h.2.mp h0, Matrix.mul_zero, Matrix.zero_mul]
  · rw [h0, Matrix.zero_mul, trace_zero, Complex.zero_re]
```

For $S=\operatorname{diag}(5/13,-12/13)$, which is Hermitian and normalised, and the Pauli matrix $A=\sigma_x$, one finds $\operatorname{tr}(SASA)=-120/169$ and $I=289/169>1=\mathrm{Var}$. The lower bound survives and the upper one fails.

## The theorem

`skewInfo_bounds` says: for positive semidefinite $S$ with $\operatorname{tr}S^2=1$ and Hermitian $A$, $0\le I\le\mathrm{Var}$ in the state `S * S`, and $I=\mathrm{Var}$ exactly when $SBS=0$. In the proof, `hB` shows that $B$ is Hermitian, from `hA` and real $a$. The lower bound uses only the Hermitian part `hS.1` of positivity; the upper bound and the equality case combine `hgap` with `hs`.

```lean
/-- For a state `ρ = S²` with `S` positive semidefinite and `tr S² = 1`, and Hermitian `A`,
the skew information lies between zero and the variance; it equals the variance exactly when
`S (A - ⟨A⟩) S = 0`. -/
theorem skewInfo_bounds {S A : Matrix n n ℂ} (hS : S.PosSemidef) (h1 : trace (S * S) = 1)
    (hA : A.IsHermitian) :
    0 ≤ skewInfo S A ∧ skewInfo S A ≤ variance (S * S) A ∧
      (skewInfo S A = variance (S * S) A ↔ S * centred (S * S) A * S = 0) := by
  have hB : (centred (S * S) A).IsHermitian := by
    unfold Matrix.IsHermitian centred
    rw [conjTranspose_sub, conjTranspose_smul, conjTranspose_one, hA.eq, Complex.star_def,
      Complex.conj_ofReal]
  have hgap := variance_sub_skewInfo A h1
  have hs := sandwich hS hB
  refine ⟨?_, by linarith [hs.1], ?_⟩
  · rw [skewInfo_eq_commutator hS.1 hA]
    linarith [(hilbertSchmidt (S * A - A * S)).1]
  · rw [← hs.2, ← hgap]
    constructor <;> intro h <;> linarith
```

## Pure states: $\langle\psi|\psi\rangle=1$

Let $P=|\psi\rangle\langle\psi|$, in Lean `vecMulVec ψ (star ψ)`, and $z=\operatorname{tr}(PA)=\langle\psi|A|\psi\rangle$. Normalisation gives $P^2=P$, so $P$ serves as root in `skewInfo` and as state in `variance`. From $PAPA=z\,PA$ follows $\operatorname{tr}(PAPA)=z^2$ (`hsq`). Hermiticity of $A$ makes $z$ real (`him`), so $\operatorname{Re}z^2=(\operatorname{Re}z)^2$ and $I=\mathrm{Var}$. The proof is direct, and `hψ` enters in the last rewrite, where `h2` evaluates $P^2$.

```lean
omit [DecidableEq n] in
/-- For a pure state `|ψ⟩⟨ψ|` with normalised `ψ` the skew information of a Hermitian `A`
equals its variance. -/
theorem skewInfo_pure {ψ : n → ℂ} {A : Matrix n n ℂ} (hψ : star ψ ⬝ᵥ ψ = 1)
    (hA : A.IsHermitian) :
    skewInfo (vecMulVec ψ (star ψ)) A = variance (vecMulVec ψ (star ψ)) A := by
  have h1 : ∀ y : n → ℂ, vecMulVec ψ y * A = vecMulVec ψ (y ᵥ* A) := by
    intro y; ext i j
    simp only [Matrix.mul_apply, vecMulVec_apply, vecMul, dotProduct, Finset.mul_sum, mul_assoc]
  have h2 : ∀ y w : n → ℂ, vecMulVec ψ y * vecMulVec ψ w = (y ⬝ᵥ ψ) • vecMulVec ψ w := by
    intro y w; ext i j
    simp only [Matrix.mul_apply, vecMulVec_apply, Matrix.smul_apply, dotProduct, smul_eq_mul,
      Finset.sum_mul]
    exact Finset.sum_congr rfl fun k _ => by ring
  have h3 : ∀ y : n → ℂ, trace (vecMulVec ψ y) = y ⬝ᵥ ψ := by
    intro y
    simp only [trace, diag_apply, vecMulVec_apply, dotProduct]
    exact Finset.sum_congr rfl fun k _ => by ring
  have hP : (vecMulVec ψ (star ψ))ᴴ = vecMulVec ψ (star ψ) := by
    ext i j
    simp [vecMulVec_apply, mul_comm]
  -- the mean value is real, and `tr(S A S A)` is its square
  have hre : star (trace (vecMulVec ψ (star ψ) * A)) = trace (vecMulVec ψ (star ψ) * A) := by
    rw [← trace_conjTranspose, conjTranspose_mul, hP, hA.eq, trace_mul_comm]
  have him : (trace (vecMulVec ψ (star ψ) * A)).im = 0 := Complex.conj_eq_iff_im.mp hre
  have hsq : trace (vecMulVec ψ (star ψ) * A * vecMulVec ψ (star ψ) * A)
      = trace (vecMulVec ψ (star ψ) * A) * trace (vecMulVec ψ (star ψ) * A) := by
    rw [Matrix.mul_assoc (vecMulVec ψ (star ψ) * A), h1, h2, trace_smul, h3, smul_eq_mul]
  simp only [skewInfo, variance, expval]
  rw [hsq, h2, hψ, one_smul, Complex.mul_re, him]
  ring
```

## A qubit instance

Take $S=\operatorname{diag}(s_0,s_1)$ with $s_0=5/13$, $s_1=12/13$, so $\rho=\operatorname{diag}(25/169,144/169)$, and $A=\sigma_x$. Then $\langle A^2\rangle=1$ (`t1`) and $a=0$ (`t3`). Since $\sigma_xS\sigma_x=\operatorname{diag}(s_1,s_0)$, $\operatorname{tr}(SASA)=2s_0s_1=120/169$ (`t2`). Thus $I=49/169$ and $\mathrm{Var}=1$, and both bounds are strict. `skewInfo_bounds_witness` proves these values together with the three hypotheses.

```lean
/-- The root `diag(5/13, 12/13)` of a mixed qubit state. -/
def qubitRoot : Matrix (Fin 2) (Fin 2) ℂ := !![5 / 13, 0; 0, 12 / 13]

/-- The Pauli matrix `σx`. -/
def sigmaX : Matrix (Fin 2) (Fin 2) ℂ := !![0, 1; 1, 0]

/-- `S = diag(5/13, 12/13)` is positive semidefinite with `tr S² = 1`, `σx` is Hermitian,
and they give skew information `49/169` and variance `1`. -/
theorem skewInfo_bounds_witness :
    qubitRoot.PosSemidef ∧ trace (qubitRoot * qubitRoot) = 1 ∧ sigmaX.IsHermitian ∧
      skewInfo qubitRoot sigmaX = 49 / 169 ∧ variance (qubitRoot * qubitRoot) sigmaX = 1 := by
  have t1 : trace (qubitRoot * qubitRoot * (sigmaX * sigmaX)) = 1 := by
    simp only [qubitRoot, sigmaX, Matrix.mul_fin_two, trace_fin_two_of]; norm_num
  have t2 : trace (qubitRoot * sigmaX * qubitRoot * sigmaX) = ((120 / 169 : ℝ) : ℂ) := by
    simp only [qubitRoot, sigmaX, Matrix.mul_fin_two, trace_fin_two_of]; push_cast; norm_num
  have t3 : trace (qubitRoot * qubitRoot * sigmaX) = 0 := by
    simp only [qubitRoot, sigmaX, Matrix.mul_fin_two, trace_fin_two_of]; norm_num
  refine ⟨?_, ?_, ?_, ?_, ?_⟩
  · have hd : qubitRoot = diagonal ![5 / 13, 12 / 13] := by
      ext i j; fin_cases i <;> fin_cases j <;> simp [qubitRoot]
    rw [hd, posSemidef_diagonal_iff]
    intro i
    fin_cases i <;> norm_num [Complex.le_def]
  · simp only [qubitRoot, Matrix.mul_fin_two, trace_fin_two_of]; norm_num
  · ext i j; fin_cases i <;> fin_cases j <;> simp [sigmaX]
  · rw [skewInfo, expval, t1, t2, Complex.one_re, Complex.ofReal_re]; norm_num
  · rw [variance, expval, expval, t1, t3]; norm_num

end

end WignerYanaseSkew
```

```lean
#print axioms WignerYanaseSkew.skewInfo_eq_zero_iff
#print axioms WignerYanaseSkew.skewInfo_bounds
#print axioms WignerYanaseSkew.skewInfo_pure
```

```
'WignerYanaseSkew.skewInfo_eq_zero_iff' depends on axioms: [propext, Classical.choice, Quot.sound]
'WignerYanaseSkew.skewInfo_bounds' depends on axioms: [propext, Classical.choice, Quot.sound]
'WignerYanaseSkew.skewInfo_pure' depends on axioms: [propext, Classical.choice, Quot.sound]
```

## In a calculation

Given $\rho$ as a matrix in an orthonormal basis, one diagonalises it, with eigenvalues $p_j$, and writes $A_{jk}$ for the elements of $A$ in the orthonormal eigenbasis. There $K_{jk}=(\sqrt{p_j}-\sqrt{p_k})A_{jk}$, so
$$I=\tfrac12\sum_{jk}\bigl(\sqrt{p_j}-\sqrt{p_k}\bigr)^2|A_{jk}|^2 ,$$
which for the qubit is $(7/13)^2$. Taking non-negative roots implements positivity of $S$; eigenvalues that rounding has made slightly negative are set to zero first, and the trace is restored to one. This formula and the counter-examples above are worked on paper only and are not among the theorems.
